# A softer Einstein phase overtakes a stiffer one at exactly one temperature if its static energy offset exceeds the zero-point difference

**Q:** You set $\hbar=k_B=1$ and give each atom the vibrational free energy $f(t,T)=3T\ln\bigl(2\sinh\frac{t}{2T}\bigr)$. What is $t$, and where does the formula come from?

**A:** $t$ is the characteristic temperature, which in these units is the oscillator frequency, and $T$ is the temperature. One mode has the partition function $\sum_{n\ge0}e^{-(n+1/2)t/T}=1/(2\sinh\frac{t}{2T})$. Three modes per atom then give $f$ as $-3T$ times its logarithm. The file takes the resulting formula as its definition, `einsteinF`.

In Lean 4 with Mathlib:

```lean
import Mathlib

open Filter Topology

namespace EinsteinPhaseTransition

/-- Vibrational free energy per atom of an Einstein solid with characteristic temperature `t`
at temperature `T`, for `t, T > 0` and in units with `ħ = k_B = 1`. -/
noncomputable def einsteinF (t T : ℝ) : ℝ :=
  3 * T * Real.log (2 * Real.sinh (t / (2 * T)))
```

**Q:** And the entropy?

**A:** With $x=t/2T$ it is $S(t,T)=3\,[x\coth x-\ln(2\sinh x)]$, also entered as an explicit formula. That it deserves the name is proved below.

```lean
/-- Vibrational entropy per atom of an Einstein solid, for `t, T > 0`. -/
noncomputable def einsteinS (t T : ℝ) : ℝ :=
  3 * (t / (2 * T) * (Real.cosh (t / (2 * T)) / Real.sinh (t / (2 * T)))
    - Real.log (2 * Real.sinh (t / (2 * T))))
```

**Q:** Which phase is which in the difference?

**A:** Phase $w$ is soft and phase $g$ is stiff, with $0<t_w<t_g$. The offset $E$ is the static energy per atom of $w$ minus that of $g$, without zero-point energy. The quantity to follow is $\Delta F(T)=E+f(t_w,T)-f(t_g,T)$, so a positive value favours $g$.

```lean
/-- Free energy of phase `w` minus that of phase `g`, with static energy offset `E`,
for positive characteristic temperatures and `T > 0`. -/
noncomputable def deltaF (E tw tg T : ℝ) : ℝ :=
  E + einsteinF tw T - einsteinF tg T
```

**Q:** Then show me that your $S$ is the thermodynamic entropy.

**A:** Since $dx/dT=-x/T$,
$$\frac{\partial f}{\partial T}=3\ln(2\sinh x)+3T\coth x\cdot\Bigl(-\frac xT\Bigr)=-S.$$
`HasDerivAt` states both that the derivative exists and that it has this value. In the proof, `h1` is $dx/dT$, `h2` the chain rule through the logarithm, `h3` the product rule, and `key` the final algebra.

```lean
/-- The temperature derivative of the Einstein free energy is minus the entropy. -/
theorem hasDerivAt_einsteinF {t T : ℝ} (ht : 0 < t) (hT : 0 < T) :
    HasDerivAt (einsteinF t) (-einsteinS t T) T := by
  have hs : 0 < Real.sinh (t / (2 * T)) := Real.sinh_pos_iff.mpr (by positivity)
  have h1 : HasDerivAt (fun u : ℝ => t / (2 * u)) (-(t / (2 * T)) / T) T := by
    have h := (hasDerivAt_inv hT.ne').const_mul (t / 2)
    have e : (fun u : ℝ => t / (2 * u)) = fun u => t / 2 * u⁻¹ := by
      funext u
      ring
    rw [e]
    refine h.congr_deriv ?_
    ring
  have h2 := (h1.sinh.const_mul 2).log (mul_pos two_pos hs).ne'
  have h3 := ((hasDerivAt_id' T).const_mul 3).fun_mul h2
  have key : ∀ x s c L : ℝ, s ≠ 0 →
      3 * 1 * L + 3 * T * (2 * (c * (-x / T)) / (2 * s)) = -(3 * (x * (c / s) - L)) := by
    intro x s c L hs0
    have e : T * (2 * (c * (-x / T)) / (2 * s)) = -(x * (c / s)) := by
      field_simp
    linear_combination 3 * e
  exact h3.congr_deriv (key _ _ _ _ hs.ne')
```

**Q:** Why must the soft phase have the larger entropy at every temperature, and not only when it is hot?

**A:** Differentiate $S/3$ with respect to $x$:
$$\coth x+x\,\frac{\sinh^2x-\cosh^2x}{\sinh^2x}-\coth x=-\frac{x}{\sinh^2x}<0.$$
At equal $T$ the smaller $t$ has the smaller $x$, hence the larger $S$. The code proves this derivative as `hd` and passes its sign to `strictAntiOn_of_deriv_neg`.

```lean
/-- At equal temperature the phase with the lower characteristic temperature has the
larger vibrational entropy. -/
theorem einsteinS_lt {tw tg T : ℝ} (hw : 0 < tw) (hwg : tw < tg) (hT : 0 < T) :
    einsteinS tg T < einsteinS tw T := by
  -- the entropy as a function of x = t / 2T has derivative -x / sinh² x
  have hd : ∀ x : ℝ, 0 < x → HasDerivAt
      (fun x : ℝ => x * (Real.cosh x / Real.sinh x) - Real.log (2 * Real.sinh x))
      (-x / Real.sinh x ^ 2) x := by
    intro x hx
    have hs : 0 < Real.sinh x := Real.sinh_pos_iff.mpr hx
    have h := ((hasDerivAt_id' x).fun_mul ((Real.hasDerivAt_cosh x).fun_div
      (Real.hasDerivAt_sinh x) hs.ne')).fun_sub
      (((Real.hasDerivAt_sinh x).const_mul 2).log (mul_pos two_pos hs).ne')
    refine h.congr_deriv ?_
    have e : Real.sinh x * Real.sinh x - Real.cosh x * Real.cosh x = -1 := by
      linear_combination -(Real.cosh_sq x)
    have e2 : 2 * Real.cosh x / (2 * Real.sinh x) = Real.cosh x / Real.sinh x :=
      mul_div_mul_left _ _ two_ne_zero
    rw [e, e2]
    ring
  have hanti := strictAntiOn_of_deriv_neg (convex_Ioi (0 : ℝ))
    (fun x hx => (hd x hx).continuousAt.continuousWithinAt) (by
      intro x hx
      rw [interior_Ioi] at hx
      rw [(hd x hx).deriv]
      exact div_neg_of_neg_of_pos (neg_lt_zero.mpr hx)
        (pow_pos (Real.sinh_pos_iff.mpr hx) 2))
  have hg : 0 < tg := hw.trans hwg
  have h2T : 0 < 2 * T := by positivity
  have h := hanti (Set.mem_Ioi.mpr (div_pos hw h2T)) (Set.mem_Ioi.mpr (div_pos hg h2T))
    (div_lt_div_of_pos_right hwg h2T)
  unfold einsteinS
  exact mul_lt_mul_of_pos_left h (by norm_num)
```

It follows that $\Delta F'(T)=-S(t_w,T)+S(t_g,T)<0$. `StrictAntiOn` on `Set.Ioi 0` says that $\Delta F$ is strictly decreasing on $T>0$.

```lean
/-- The free-energy difference is strictly decreasing in temperature. -/
theorem deltaF_strictAntiOn (E : ℝ) {tw tg : ℝ} (hw : 0 < tw) (hwg : tw < tg) :
    StrictAntiOn (deltaF E tw tg) (Set.Ioi 0) := by
  have hd : ∀ T : ℝ, 0 < T →
      HasDerivAt (deltaF E tw tg) (-einsteinS tw T - -einsteinS tg T) T := fun T hT =>
    ((hasDerivAt_einsteinF hw hT).const_add E).fun_sub
      (hasDerivAt_einsteinF (hw.trans hwg) hT)
  refine strictAntiOn_of_deriv_neg (convex_Ioi 0)
    (fun T hT => (hd T hT).continuousAt.continuousWithinAt) ?_
  intro T hT
  rw [interior_Ioi] at hT
  rw [(hd T hT).deriv]
  linarith [einsteinS_lt hw hwg hT]
```

**Q:** At low temperature $\sinh$ blows up while the prefactor $T$ vanishes. What survives?

**A:** The zero-point energy. Write $2\sinh x=e^x(1-e^{-2x})$. Because $Tx=t/2$ and $2x=t/T$,
$$f(t,T)=\frac{3t}{2}+3T\ln\bigl(1-e^{-t/T}\bigr)\longrightarrow\frac{3t}{2}\qquad(T\to0^+).$$
The proof takes the limit of the right-hand side first, then uses the factorisation `e` to identify it with $f$ for $T>0$.

```lean
/-- As `T → 0+` the Einstein free energy tends to the zero-point energy `3t/2`. -/
theorem einsteinF_tendsto_zero {t : ℝ} (ht : 0 < t) :
    Tendsto (einsteinF t) (𝓝[>] 0) (𝓝 (3 * t / 2)) := by
  have h1 : Tendsto (fun T : ℝ => Real.exp (-(t * T⁻¹))) (𝓝[>] 0) (𝓝 0) :=
    Real.tendsto_exp_neg_atTop_nhds_zero.comp (tendsto_inv_nhdsGT_zero.const_mul_atTop ht)
  have h2 : Tendsto (fun T : ℝ => Real.log (1 - Real.exp (-(t * T⁻¹)))) (𝓝[>] 0) (𝓝 0) := by
    have h := (h1.const_sub 1).log (by norm_num)
    simpa using h
  have h3 : Tendsto (fun T : ℝ => T) (𝓝[>] 0) (𝓝 0) :=
    tendsto_id.mono_left nhdsWithin_le_nhds
  have h4 := ((h3.mul h2).const_mul 3).const_add (3 * t / 2)
  rw [show 3 * t / 2 = 3 * t / 2 + 3 * ((0 : ℝ) * 0) by ring]
  refine h4.congr' ?_
  filter_upwards [self_mem_nhdsWithin] with T hT
  have hT' : 0 < T := hT
  have hpos : 0 < 1 - Real.exp (-(t * T⁻¹)) :=
    sub_pos.mpr (Real.exp_lt_one_iff.mpr (neg_lt_zero.mpr (by positivity)))
  -- split off the zero-point factor of 2 sinh
  have e : 2 * Real.sinh (t / (2 * T))
      = Real.exp (t / (2 * T)) * (1 - Real.exp (-(t * T⁻¹))) := by
    rw [Real.sinh_eq, mul_sub, ← Real.exp_add,
      show t / (2 * T) + -(t * T⁻¹) = -(t / (2 * T)) by ring]
    ring
  have e2 : T * (t / (2 * T)) = t / 2 := by field_simp
  unfold einsteinF
  rw [e, Real.log_mul (Real.exp_pos _).ne' hpos.ne', Real.log_exp]
  linear_combination -3 * e2
```

Subtracting the two phases gives $\Delta F\to E-\tfrac32(t_g-t_w)$.

```lean
/-- As `T → 0+` the free-energy difference tends to the static offset corrected by the
difference of zero-point energies. -/
theorem deltaF_tendsto_zero (E : ℝ) {tw tg : ℝ} (hw : 0 < tw) (hg : 0 < tg) :
    Tendsto (deltaF E tw tg) (𝓝[>] 0) (𝓝 (E - 3 * (tg - tw) / 2)) := by
  have h := ((einsteinF_tendsto_zero hw).const_add E).sub (einsteinF_tendsto_zero hg)
  rw [show E - 3 * (tg - tw) / 2 = E + 3 * tw / 2 - 3 * tg / 2 by ring]
  exact h
```

**Q:** Couldn't you just put $T=0$ into `deltaF`?

**A:** That goes wrong. The prefactor $3T$ makes both vibrational terms zero there, so the function returns $E$ and the zero-point energies are lost. The statement therefore uses `𝓝[>] 0`, the approach from positive temperatures.

**Q:** What happens at the hot end?

**A:** There is a bound that holds at every temperature. For $y\ge0$ let $h(y)=t_w\sinh(t_gy)-t_g\sinh(t_wy)$. Then $h(0)=0$, and for $y>0$
$$h'(y)=t_wt_g\,[\cosh(t_gy)-\cosh(t_wy)]>0.$$
At $y=1/2T$ this gives $t_g\sinh\frac{t_w}{2T}<t_w\sinh\frac{t_g}{2T}$. Taking logarithms, multiplying by $3T$ and adding $E$ gives
$$\Delta F(T)<E-3T\ln\frac{t_g}{t_w}.$$
The right-hand side is the classical straight line. In the code `hmono` is the monotonicity of $h$ and `hl` the inequality after the logarithm.

```lean
/-- At every temperature the free-energy difference lies below the classical straight line
`E - 3 T ln(tg/tw)`. -/
theorem deltaF_lt_classical (E : ℝ) {tw tg T : ℝ} (hw : 0 < tw) (hwg : tw < tg)
    (hT : 0 < T) : deltaF E tw tg T < E - 3 * T * Real.log (tg / tw) := by
  have hg : 0 < tg := hw.trans hwg
  -- tw sinh(tg x) - tg sinh(tw x) vanishes at x = 0 and increases
  have hd : ∀ x : ℝ, HasDerivAt
      (fun x : ℝ => tw * Real.sinh (tg * x) - tg * Real.sinh (tw * x))
      (tw * (Real.cosh (tg * x) * (tg * 1)) - tg * (Real.cosh (tw * x) * (tw * 1))) x :=
    fun x => (((hasDerivAt_id' x).const_mul tg).sinh.const_mul tw).fun_sub
      (((hasDerivAt_id' x).const_mul tw).sinh.const_mul tg)
  have hmono := strictMonoOn_of_deriv_pos (convex_Ici (0 : ℝ))
    (fun x _ => (hd x).continuousAt.continuousWithinAt) (by
      intro x hx
      rw [interior_Ici] at hx
      have hx' : 0 < x := hx
      have hc : Real.cosh (tw * x) < Real.cosh (tg * x) := by
        apply Real.cosh_lt_cosh.mpr
        rw [abs_of_pos (mul_pos hw hx'), abs_of_pos (mul_pos hg hx')]
        exact mul_lt_mul_of_pos_right hwg hx'
      rw [(hd x).deriv]
      nlinarith [mul_pos (mul_pos hw hg) (sub_pos.mpr hc)])
  have hx : 0 < (2 * T)⁻¹ := by positivity
  have h : tg * Real.sinh (tw * (2 * T)⁻¹) < tw * Real.sinh (tg * (2 * T)⁻¹) := by
    have h0 := hmono (Set.mem_Ici.mpr le_rfl) (Set.mem_Ici.mpr hx.le) hx
    simp only [mul_zero, Real.sinh_zero, sub_zero] at h0
    linarith
  rw [← div_eq_mul_inv, ← div_eq_mul_inv] at h
  have hsw : 0 < 2 * Real.sinh (tw / (2 * T)) :=
    mul_pos two_pos (Real.sinh_pos_iff.mpr (by positivity))
  have hsg : 0 < 2 * Real.sinh (tg / (2 * T)) :=
    mul_pos two_pos (Real.sinh_pos_iff.mpr (by positivity))
  have h' : tg * (2 * Real.sinh (tw / (2 * T))) < tw * (2 * Real.sinh (tg / (2 * T))) := by
    linarith
  have hl := Real.log_lt_log (mul_pos hg hsw) h'
  rw [Real.log_mul hg.ne' hsw.ne', Real.log_mul hw.ne' hsg.ne'] at hl
  unfold deltaF einsteinF
  rw [Real.log_div hg.ne' hw.ne']
  nlinarith [mul_pos hT (sub_pos.mpr hl)]
```

The line has negative slope, so it tends to minus infinity and takes $\Delta F$ with it.

```lean
/-- The free-energy difference tends to minus infinity at high temperature. -/
theorem deltaF_tendsto_atBot (E : ℝ) {tw tg : ℝ} (hw : 0 < tw) (hwg : tw < tg) :
    Tendsto (deltaF E tw tg) atTop atBot := by
  have hL : 0 < Real.log (tg / tw) := Real.log_pos ((one_lt_div hw).mpr hwg)
  have hneg : -(3 * Real.log (tg / tw)) < 0 := by linarith
  have hlin : Tendsto (fun T : ℝ => E + -(3 * Real.log (tg / tw)) * T) atTop atBot :=
    tendsto_atBot_add_const_left _ E (tendsto_id.const_mul_atTop_of_neg hneg)
  refine tendsto_atBot_mono' _ ?_ hlin
  filter_upwards [eventually_gt_atTop 0] with T hT
  linarith [deltaF_lt_classical E hw hwg hT]
```

**Q:** So when do you get a transition?

**A:** Suppose $E>\tfrac32(t_g-t_w)$: the static preference for $g$ outweighs its larger zero-point energy. The limit at $0^+$ is then positive, so there is a cold point $a$ with $\Delta F(a)>0$. The hot limit supplies $b>a$ with $\Delta F(b)<0$. Continuity gives a zero $T_c$ between them, through `intermediate_value_Icc'`, and strict decrease fixes the sign on either side, through `lt_trichotomy`. The three equivalences say, for every $T>0$, that $\Delta F$ is zero exactly at $T_c$, positive exactly below it and negative exactly above it. The first of them contains uniqueness.

```lean
/-- If the static offset exceeds the zero-point difference, there is one transition
temperature `Tc`: phase `g` has the lower free energy below it and phase `w` above it. -/
theorem transition_temperature {E tw tg : ℝ} (hw : 0 < tw) (hwg : tw < tg)
    (hE : 3 * (tg - tw) / 2 < E) :
    ∃ Tc : ℝ, 0 < Tc ∧ ∀ T : ℝ, 0 < T →
      (deltaF E tw tg T = 0 ↔ T = Tc) ∧ (0 < deltaF E tw tg T ↔ T < Tc) ∧
      (deltaF E tw tg T < 0 ↔ Tc < T) := by
  have hg : 0 < tg := hw.trans hwg
  have hanti := deltaF_strictAntiOn E hw hwg
  -- a cold point with positive and a hot point with negative difference
  obtain ⟨a, ha, ha0⟩ := ((Filter.Tendsto.eventually_const_lt (sub_pos.mpr hE)
    (deltaF_tendsto_zero E hw hg)).and self_mem_nhdsWithin).exists
  have ha0' : 0 < a := ha0
  obtain ⟨b, hb, hab⟩ := (((deltaF_tendsto_atBot E hw hwg).eventually_lt_atBot 0).and
    (eventually_gt_atTop a)).exists
  have hcont : ContinuousOn (deltaF E tw tg) (Set.Icc a b) := by
    intro T hT
    have hT0 : 0 < T := ha0'.trans_le hT.1
    exact (((hasDerivAt_einsteinF hw hT0).const_add E).fun_sub
      (hasDerivAt_einsteinF hg hT0)).continuousAt.continuousWithinAt
  obtain ⟨Tc, hTc, h0⟩ := intermediate_value_Icc' hab.le hcont ⟨hb.le, ha.le⟩
  have hTc0 : 0 < Tc := ha0'.trans_le hTc.1
  refine ⟨Tc, hTc0, fun T hT => ?_⟩
  rcases lt_trichotomy T Tc with hlt | heq | hgt
  · have h := hanti (Set.mem_Ioi.mpr hT) (Set.mem_Ioi.mpr hTc0) hlt
    rw [h0] at h
    refine ⟨⟨fun _ => ?_, fun _ => ?_⟩, ⟨fun _ => ?_, fun _ => ?_⟩,
      ⟨fun _ => ?_, fun _ => ?_⟩⟩ <;> linarith
  · subst heq
    simp [h0]
  · have h := hanti (Set.mem_Ioi.mpr hTc0) (Set.mem_Ioi.mpr hT) hgt
    rw [h0] at h
    refine ⟨⟨fun _ => ?_, fun _ => ?_⟩, ⟨fun _ => ?_, fun _ => ?_⟩,
      ⟨fun _ => ?_, fun _ => ?_⟩⟩ <;> linarith
```

**Q:** Is the condition on $E$ merely convenient?

**A:** It is necessary. If $\Delta F(T)=0$ at some $T>0$, then $\Delta F(T/2)>0$. For $0<u<T/2$ the values $\Delta F(u)$ are larger still, so the limit at $0^+$ is at least $\Delta F(T/2)$ and hence positive. At equality, $E=\tfrac32(t_g-t_w)$, there is no transition at positive temperature.

```lean
/-- A transition at positive temperature exists exactly when the static offset exceeds the
difference of zero-point energies. -/
theorem transition_exists_iff {E tw tg : ℝ} (hw : 0 < tw) (hwg : tw < tg) :
    (∃ T : ℝ, 0 < T ∧ deltaF E tw tg T = 0) ↔ 3 * (tg - tw) / 2 < E := by
  constructor
  · rintro ⟨T, hT, h0⟩
    have hanti := deltaF_strictAntiOn E hw hwg
    have hT2 : 0 < T / 2 := by positivity
    have h1 := hanti (Set.mem_Ioi.mpr hT2) (Set.mem_Ioi.mpr hT) (by linarith)
    -- the limit at 0+ is at least the positive value at T / 2
    have h2 : deltaF E tw tg (T / 2) ≤ E - 3 * (tg - tw) / 2 := by
      refine ge_of_tendsto (deltaF_tendsto_zero E hw (hw.trans hwg)) ?_
      filter_upwards [Ioo_mem_nhdsGT hT2] with u hu
      exact (hanti (Set.mem_Ioi.mpr hu.1) (Set.mem_Ioi.mpr hT2) hu.2).le
    linarith
  · intro hE
    obtain ⟨Tc, hTc, h⟩ := transition_temperature hw hwg hE
    exact ⟨Tc, hTc, (h Tc hTc).1.mpr rfl⟩
```

**Q:** Can I estimate $T_c$ without solving anything?

**A:** From above. Setting $\Delta F(T)=0$ in the classical bound gives $3T\ln(t_g/t_w)<E$, and therefore $T<E/(3\ln(t_g/t_w))$. This can be far too high: as $E$ decreases to $\tfrac32(t_g-t_w)$, $T_c$ tends to zero but the bound does not.

```lean
/-- A transition temperature lies strictly below the classical estimate
`E / (3 ln(tg/tw))`. -/
theorem transition_lt_classical {E tw tg T : ℝ} (hw : 0 < tw) (hwg : tw < tg)
    (hT : 0 < T) (h0 : deltaF E tw tg T = 0) : T < E / (3 * Real.log (tg / tw)) := by
  have hL : 0 < Real.log (tg / tw) := Real.log_pos ((one_lt_div hw).mpr hwg)
  have h := deltaF_lt_classical E hw hwg hT
  rw [h0] at h
  rw [lt_div_iff₀ (by positivity)]
  linarith

end EinsteinPhaseTransition
```

```lean
#print axioms EinsteinPhaseTransition.transition_temperature
#print axioms EinsteinPhaseTransition.transition_exists_iff
#print axioms EinsteinPhaseTransition.transition_lt_classical
```

```
'EinsteinPhaseTransition.transition_temperature' depends on axioms: [propext, Classical.choice, Quot.sound]
'EinsteinPhaseTransition.transition_exists_iff' depends on axioms: [propext, Classical.choice, Quot.sound]
'EinsteinPhaseTransition.transition_lt_classical' depends on axioms: [propext, Classical.choice, Quot.sound]
```

**Q:** How would this look in a program?

**A:** Evaluate $\ln(2\sinh x)$ as `x + log1p(-exp(-2*x))`, the factorisation used above, because $\sinh x$ itself overflows at low temperature. For the root, first check that $E>\tfrac32(t_g-t_w)$; otherwise there is none. Then start at $E/(3\ln(t_g/t_w))$, where $\Delta F$ is negative, halve the temperature until $\Delta F$ is positive, and bisect. If your $E$ already contains zero-point energy, remove it first, or it is counted twice.

**Q:** And how much of a real solid is in here?

**A:** One harmonic frequency per phase, with $t_w$, $t_g$ and $E$ independent of temperature. Thermal expansion, anharmonicity, a phonon spectrum, electronic entropy, pressure and the kinetics of the transformation are absent. Within that one-frequency model, the result tells someone combining static electronic-structure energies with vibrational free energies when a crossing exists, and that there is only one to find.
